# A linear factor in a polynomial becomes a linear form in its two-variable homogeneous form

Homogeneous polynomials of degree `N` in two complex variables can describe the states of a spin `N/2`, though the lemma itself is pure algebra and involves no inner product or normalisation. It takes a complex polynomial `p` of degree at most `N`, with coefficients pₗ, and forms the sum of pₗ xˡ yᴺ⁻ˡ over `l` from 0 to `N`. It states that multiplying `p` by aX + c, and forming the corresponding sum of degree `N + 1`, gives the original sum times ax + cy. The proof first treats multiplication by X (`h1`) and the rise in degree with `p` unchanged (`h2`), then tries to combine the two and compare the sums term by term.

The first attempt, which Lean rejects:

```lean
import Mathlib

open Polynomial
open scoped Matrix ComplexConjugate

namespace WignerMajorana

noncomputable section

/-- Multiplying a polynomial of degree at most `N` by a linear factor multiplies its
homogeneous form by the corresponding linear form. -/
theorem homogeneous_step (p : ℂ[X]) (N : ℕ) (hp : p.natDegree ≤ N) (a c x y : ℂ) :
    ∑ l ∈ Finset.range (N + 1 + 1), ((C a * X + C c) * p).coeff l * (x ^ l * y ^ (N + 1 - l)) =
      (a * x + c * y) * ∑ l ∈ Finset.range (N + 1), p.coeff l * (x ^ l * y ^ (N - l)) := by
  have h1 : ∑ l ∈ Finset.range (N + 1 + 1), (X * p).coeff l * (x ^ l * y ^ (N + 1 - l)) =
      x * ∑ l ∈ Finset.range (N + 1), p.coeff l * (x ^ l * y ^ (N - l)) := by
    have h0 : (X * p).coeff 0 = 0 := by simp
    rw [Finset.sum_range_succ' _ (N + 1), h0, zero_mul, add_zero, Finset.mul_sum]
    refine Finset.sum_congr rfl fun l _ => ?_
    rw [coeff_X_mul, Nat.add_sub_add_right, pow_succ]
    ring
  have h2 : ∑ l ∈ Finset.range (N + 1 + 1), p.coeff l * (x ^ l * y ^ (N + 1 - l)) =
      y * ∑ l ∈ Finset.range (N + 1), p.coeff l * (x ^ l * y ^ (N - l)) := by
    have h0 : p.coeff (N + 1) = 0 := coeff_eq_zero_of_natDegree_lt (by omega)
    rw [Finset.sum_range_succ _ (N + 1), h0, zero_mul, add_zero, Finset.mul_sum]
    refine Finset.sum_congr rfl fun l hl => ?_
    have hl' := Finset.mem_range.mp hl
    rw [show N + 1 - l = N - l + 1 by omega, pow_succ]
    ring
  rw [add_mul, mul_assoc, mul_assoc, ← h1, ← h2, Finset.mul_sum, Finset.mul_sum,
    ← Finset.sum_add_distrib]
  refine Finset.sum_congr rfl fun l _ => ?_
  rw [add_mul, mul_assoc, coeff_add, coeff_C_mul, coeff_C_mul]
  ring

end

end WignerMajorana
```

The error:

```
Main.lean:30:26: error: Tactic `rewrite` failed: Did not find an occurrence of the pattern
  ?a * ?b * ?c
in the target expression
  ∑ l ∈ Finset.range (N + 1 + 1), (C a * (X * p) + C c * p).coeff l * (x ^ l * y ^ (N + 1 - l)) =
    (a * x + c * y) * ∑ l ∈ Finset.range (N + 1), p.coeff l * (x ^ l * y ^ (N - l))

p : ℂ[X]
N : ℕ
hp : p.natDegree ≤ N
a c x y : ℂ
h1 :
  ∑ l ∈ Finset.range (N + 1 + 1), (X * p).coeff l * (x ^ l * y ^ (N + 1 - l)) =
    x * ∑ l ∈ Finset.range (N + 1), p.coeff l * (x ^ l * y ^ (N - l))
h2 :
  ∑ l ∈ Finset.range (N + 1 + 1), p.coeff l * (x ^ l * y ^ (N + 1 - l)) =
    y * ∑ l ∈ Finset.range (N + 1), p.coeff l * (x ^ l * y ^ (N - l))
⊢ ∑ l ∈ Finset.range (N + 1 + 1), (C a * (X * p) + C c * p).coeff l * (x ^ l * y ^ (N + 1 - l)) =
    (a * x + c * y) * ∑ l ∈ Finset.range (N + 1), p.coeff l * (x ^ l * y ^ (N - l))
```

The repair, with which the file compiles:

```diff
@@ -28,5 +28,6 @@
     rw [show N + 1 - l = N - l + 1 by omega, pow_succ]
     ring
-  rw [add_mul, mul_assoc, mul_assoc, ← h1, ← h2, Finset.mul_sum, Finset.mul_sum,
+  rw [add_mul (a * x) (c * y), mul_assoc a x, mul_assoc c y, ← h1, ← h2, Finset.mul_sum,
+    Finset.mul_sum,
     ← Finset.sum_add_distrib]
   refine Finset.sum_congr rfl fun l _ => ?_
```

Diagnosis. The message says that the second `mul_assoc` found no product of the form `?a * ?b * ?c` to regroup. The rewrites were meant for the right-hand side, but `add_mul` without arguments matched the polynomial product `(C a * X + C c) * p` on the left. The first `mul_assoc` then regrouped `C a * X * p` there, which left nothing for the second. The factor `(a * x + c * y)` on the right was still unexpanded.

The repair names the terms. `add_mul (a * x) (c * y)` can only expand the right-hand side, and `mul_assoc a x` and `mul_assoc c y` then group `x` and `y` with their sums. These are the products that `← h1` and `← h2` need. The polynomial product on the left stays intact for the last `rw`, which expands it inside each term. Moving the second `Finset.mul_sum` to a new line is only layout.
